# The overlap of two first-order responses, one orthogonal to the nondegenerate reference state, as a sum over the other states

A chiral molecule absorbs left and right circularly polarised infrared light slightly differently. The intensity of this vibrational circular dichroism depends on a magnetic transition moment, and in Stephens' theory its electronic part comes from an overlap $\langle \partial\psi/\partial X, \partial\psi/\partial B\rangle$. Here $\psi$ is the electronic state, $X$ a nuclear displacement and $B$ a magnetic field component. How does this overlap depend on the other electronic states? The answer below is for a nondegenerate state in a finite-dimensional space.

## The space and the response equation

```lean
import Mathlib

open scoped ComplexConjugate

namespace StephensOverlap

noncomputable section

variable {ι F : Type*} [Fintype ι] [DecidableEq ι]
  [NormedAddCommGroup F] [InnerProductSpace ℂ F]
```

The type `ι` is a finite set of labels for the states, and `F` is a complex inner product space. It becomes finite-dimensional once a basis labelled by `ι` is given, as it is below.

```lean
/-- The first-order response equation `(H - e) x = ⟨g, V g⟩ g - V g` for the state `g` of
energy `e` under the perturbation `V`. -/
def IsResponse (H V : F →ₗ[ℂ] F) (g : F) (e : ℝ) (x : F) : Prop :=
  H x - (e : ℂ) • x = inner ℂ g (V g) • g - V g
```

`F →ₗ[ℂ] F` is the type of linear operators on `F`, and `•` multiplies a vector by a scalar. The inner product `inner ℂ g v` is $\langle g,v\rangle$, conjugate-linear in its first argument. The definition names the condition

$$(H-e)x=\langle g,Vg\rangle g-Vg .$$

For a normalised eigenstate $g$ of $H$ with energy $e$, this is the first-order equation of perturbation theory under $H+tV$. The definition itself does not require $g$ to be normalised or an eigenstate; in the theorems below $g$ is a basis vector $u_{i_0}$, which is both. `IsResponse` is a statement about $x$, which may be true or false; it does not construct $x$.

```lean
/-- The sum-over-states first-order correction to the state `u i₀`, intended for eigenstates `u k`
of energies `ε k` and a level `i₀` whose energy differs from all the others. -/
def sumOverStates (u : OrthonormalBasis ι ℂ F) (ε : ι → ℝ) (i₀ : ι) (V : F →ₗ[ℂ] F) : F :=
  -∑ k ∈ Finset.univ.erase i₀,
    (inner ℂ (u k) (V (u i₀)) / ((ε k : ℂ) - ε i₀)) • u k
```

Let $u_k$ be an orthonormal basis, $\varepsilon_k$ real energies and $i_0$ the label of the reference state. Write $V_k=\langle u_k,Vu_{i_0}\rangle$, and likewise $W_k$ for a second operator $W$. The definition is the textbook correction

$$-\sum_{k\ne i_0}\frac{V_k}{\varepsilon_k-\varepsilon_{i_0}}\,u_k ,$$

where `Finset.univ.erase i₀` stands for all labels except $i_0$.

```lean
/-- Vectors `ψ t` and numbers `e t` with `(H + t V) (ψ t) = e t • ψ t` for all real `t`, starting at
`ψ 0 = g`, whose derivatives at `t = 0` are `x` and `e'`. -/
structure PerturbedState (H V : F →ₗ[ℂ] F) (g x : F) (ψ : ℝ → F) (e : ℝ → ℂ) (e' : ℂ) :
    Prop where
  start : ψ 0 = g
  eigen : ∀ t : ℝ, H (ψ t) + (t : ℂ) • V (ψ t) = e t • ψ t
  deriv_state : HasDerivAt ψ x 0
  deriv_energy : HasDerivAt e e' 0
```

This structure describes an actual perturbed state: vectors $\psi(t)$ and numbers $e(t)$ with $(H+tV)\psi(t)=e(t)\psi(t)$, starting at $\psi(0)=g$, with derivatives $x$ and $e'$ at $t=0$. The parameter $t$ is a displacement or a field strength. The Hamiltonian is taken to be linear in $t$, whereas a real molecular Hamiltonian depends on nuclear positions nonlinearly. The existence of a differentiable family is assumed, and $\psi(t)$ need not be normalised.

## Amplitudes and the overlap

```lean
variable {H V W : F →ₗ[ℂ] F} {u : OrthonormalBasis ι ℂ F} {ε : ι → ℝ} {i₀ : ι} {x y : F}

omit [DecidableEq ι] in
/-- The amplitude of an eigenstate `u k` of different energy in a response vector is minus the
coupling matrix element divided by the excitation energy. -/
theorem response_amplitude (hH : H.IsSymmetric) (hu : ∀ k, H (u k) = (ε k : ℂ) • u k)
    (hx : IsResponse H V (u i₀) (ε i₀) x) {k : ι} (hk : k ≠ i₀) (hne : ε k ≠ ε i₀) :
    inner ℂ (u k) x = -inner ℂ (u k) (V (u i₀)) / ((ε k : ℂ) - ε i₀) := by
  have hd : (ε k : ℂ) - ε i₀ ≠ 0 := sub_ne_zero.mpr (by exact_mod_cast hne)
  -- project the response equation on `u k`
  have h := congrArg (fun v => inner ℂ (u k) v) hx
  simp only [inner_sub_right, inner_smul_right] at h
  have hs := hH (u k) x
  rw [hu, inner_smul_left, Complex.conj_ofReal] at hs
  have h0 : inner ℂ (u k) (u i₀) = 0 := u.orthonormal.2 hk
  rw [eq_div_iff hd]
  linear_combination h + hs + inner ℂ (u i₀) (V (u i₀)) * h0
```

The hypothesis `hH` says that $H$ is Hermitian, $\langle Ha,b\rangle=\langle a,Hb\rangle$, and `hu` says that $Hu_k=\varepsilon_k u_k$. For $k\ne i_0$ with $\varepsilon_k\ne\varepsilon_{i_0}$, take the inner product of the response equation with $u_k$:

$$\langle u_k,Hx\rangle-\varepsilon_{i_0}\langle u_k,x\rangle=V_{i_0}\langle u_k,u_{i_0}\rangle-V_k .$$

Hermiticity gives $\langle u_k,Hx\rangle=\varepsilon_k\langle u_k,x\rangle$, and orthogonality removes the first term on the right. Hence

$$\langle u_k,x\rangle=-\frac{V_k}{\varepsilon_k-\varepsilon_{i_0}} .$$

In the proof, `h` is the projected equation, `hs` the use of Hermiticity and `h0` the orthogonality. The tactic `linear_combination` checks that the claim follows by adding multiples of these three equations.

```lean
/-- For a nondegenerate reference state, the overlap of two response vectors, with no orthogonality
imposed, is the product of their components along that state, the first one conjugated, plus a sum
over the other states. -/
theorem overlap_any_gauge (hH : H.IsSymmetric) (hu : ∀ k, H (u k) = (ε k : ℂ) • u k)
    (hne : ∀ k, k ≠ i₀ → ε k ≠ ε i₀)
    (hx : IsResponse H V (u i₀) (ε i₀) x) (hy : IsResponse H W (u i₀) (ε i₀) y) :
    inner ℂ x y = conj (inner ℂ (u i₀) x) * inner ℂ (u i₀) y +
      ∑ k ∈ Finset.univ.erase i₀, conj (inner ℂ (u k) (V (u i₀))) *
        inner ℂ (u k) (W (u i₀)) / ((ε k : ℂ) - ε i₀) ^ 2 := by
  -- completeness, with the reference state split off
  have hsplit := Finset.add_sum_erase Finset.univ
    (fun k => inner ℂ x (u k) * inner ℂ (u k) y) (Finset.mem_univ i₀)
  rw [← u.sum_inner_mul_inner x y, ← hsplit, inner_conj_symm]
  refine congrArg₂ (· + ·) rfl (Finset.sum_congr rfl fun k hk => ?_)
  have hk' := Finset.ne_of_mem_erase hk
  rw [← inner_conj_symm x (u k), response_amplitude hH hu hx hk' (hne k hk'),
    response_amplitude hH hu hy hk' (hne k hk')]
  simp only [map_div₀, map_neg, map_sub, Complex.conj_ofReal]
  rw [div_mul_div_comm, neg_mul_neg, sq]
```

Now `hne` requires every other level to differ in energy from the reference level; the other levels may be degenerate among themselves. Let $x$ respond to $V$ and $y$ to $W$. Completeness gives

$$\langle x,y\rangle=\langle x,u_{i_0}\rangle\langle u_{i_0},y\rangle+\sum_{k\ne i_0}\langle x,u_k\rangle\langle u_k,y\rangle .$$

Since $\langle x,u_k\rangle=\overline{\langle u_k,x\rangle}$ and the energies are real, each term of the sum is

$$\frac{-\overline{V_k}}{\varepsilon_k-\varepsilon_{i_0}}\cdot\frac{-W_k}{\varepsilon_k-\varepsilon_{i_0}}=\frac{\overline{V_k}\,W_k}{(\varepsilon_k-\varepsilon_{i_0})^2}.$$

In Lean, `hsplit` separates the reference term and `u.sum_inner_mul_inner` is completeness. The previous theorem is then inserted twice.

The extra term reflects a real freedom: adding a multiple of $u_{i_0}$ to $x$ leaves the response equation true, because $(H-\varepsilon_{i_0})u_{i_0}=0$. Changing the phase or norm of $\psi(t)$ with $t$ has this effect on its derivative.

```lean
/-- The overlap of the responses to `V` and `W`, the first one orthogonal to the nondegenerate
reference state, is a sum over the other states with squared excitation energies in the denominator.
-/
theorem overlap_eq_sum (hH : H.IsSymmetric) (hu : ∀ k, H (u k) = (ε k : ℂ) • u k)
    (hne : ∀ k, k ≠ i₀ → ε k ≠ ε i₀)
    (hx : IsResponse H V (u i₀) (ε i₀) x) (hy : IsResponse H W (u i₀) (ε i₀) y)
    (hx0 : inner ℂ (u i₀) x = 0) :
    inner ℂ x y = ∑ k ∈ Finset.univ.erase i₀, conj (inner ℂ (u k) (V (u i₀))) *
      inner ℂ (u k) (W (u i₀)) / ((ε k : ℂ) - ε i₀) ^ 2 := by
  rw [overlap_any_gauge hH hu hne hx hy, hx0, map_zero, zero_mul, zero_add]
```

If $\langle u_{i_0},x\rangle=0$, the extra term vanishes and

$$\langle x,y\rangle=\sum_{k\ne i_0}\frac{\overline{V_k}\,W_k}{(\varepsilon_k-\varepsilon_{i_0})^2}.$$

Orthogonality of $x$ alone is enough, since the extra term is a product. The operators $V$ and $W$ may be any linear operators, Hermitian or not. For computation, this means that two linear equations can replace the sum over states, provided that the model is finite and the reference is an exact eigenstate of a fixed $H$; self-consistent orbital response is not covered.

## Exactly one orthogonal response

```lean
/-- For a nondegenerate reference state, the sum-over-states vector is the one and only solution of
the response equation that is orthogonal to the reference state. -/
theorem response_iff_sumOverStates (hH : H.IsSymmetric)
    (hu : ∀ k, H (u k) = (ε k : ℂ) • u k) (hne : ∀ k, k ≠ i₀ → ε k ≠ ε i₀) :
    (inner ℂ (u i₀) x = 0 ∧ IsResponse H V (u i₀) (ε i₀) x) ↔
      x = sumOverStates u ε i₀ V := by
  constructor
  · rintro ⟨h0, hx⟩
    have hs := Finset.add_sum_erase Finset.univ
      (fun k => inner ℂ (u k) x • u k) (Finset.mem_univ i₀)
    simp only [h0, zero_smul, zero_add] at hs
    rw [u.sum_repr' x] at hs
    refine hs.symm.trans ?_
    rw [sumOverStates, ← Finset.sum_neg_distrib]
    refine Finset.sum_congr rfl fun k hk => ?_
    have hk' := Finset.ne_of_mem_erase hk
    rw [response_amplitude hH hu hx hk' (hne k hk'), neg_div, neg_smul]
  · rintro rfl
    constructor
    · rw [sumOverStates, inner_neg_right, inner_sum, neg_eq_zero]
      refine Finset.sum_eq_zero fun k hk => ?_
      rw [inner_smul_right, u.orthonormal.2 (Finset.ne_of_mem_erase hk).symm, mul_zero]
    · -- `H - ε i₀` cancels each energy denominator
      have hsum : H (∑ k ∈ Finset.univ.erase i₀,
            (inner ℂ (u k) (V (u i₀)) / ((ε k : ℂ) - ε i₀)) • u k) -
          (ε i₀ : ℂ) • (∑ k ∈ Finset.univ.erase i₀,
            (inner ℂ (u k) (V (u i₀)) / ((ε k : ℂ) - ε i₀)) • u k) =
          ∑ k ∈ Finset.univ.erase i₀, inner ℂ (u k) (V (u i₀)) • u k := by
        rw [map_sum, Finset.smul_sum, ← Finset.sum_sub_distrib]
        refine Finset.sum_congr rfl fun k hk => ?_
        have hd : (ε k : ℂ) - ε i₀ ≠ 0 :=
          sub_ne_zero.mpr (by exact_mod_cast hne k (Finset.ne_of_mem_erase hk))
        rw [map_smul, hu, smul_smul, smul_smul, ← sub_smul]
        congr 1
        linear_combination div_mul_cancel₀ (inner ℂ (u k) (V (u i₀))) hd
      have hV := Finset.add_sum_erase Finset.univ
        (fun k => inner ℂ (u k) (V (u i₀)) • u k) (Finset.mem_univ i₀)
      rw [u.sum_repr' (V (u i₀)), ← hsum] at hV
      rw [IsResponse, sumOverStates, map_neg, smul_neg]
      linear_combination (norm := module) (-1 : ℂ) • hV
```

The sign `↔` means "if and only if". From left to right, expand $x=\sum_k\langle u_k,x\rangle u_k$, drop the $i_0$ term and insert the amplitudes. From right to left, the sum-over-states vector has no $u_{i_0}$ component, and applying $H-\varepsilon_{i_0}$ cancels each denominator:

$$(H-\varepsilon_{i_0})x=-\sum_{k\ne i_0}V_ku_k=V_{i_0}u_{i_0}-Vu_{i_0}.$$

The cancellation is `hsum`, and `hV` is the expansion of $Vu_{i_0}$ in the basis. So every $V$ has exactly one orthogonal response.

The response could also have been defined as `sumOverStates` from the start. The overlap formula would then follow from orthonormality alone, but it would say nothing about a vector obtained by solving the linear equation until this equivalence had been proved.

## Derivatives of perturbed states

```lean
omit [DecidableEq ι] in
/-- At `t = 0` the energy slope of a perturbed eigenstate is the expectation value of `V` in the
starting state, and the derivative of the state solves the response equation. -/
theorem PerturbedState.response {ψ : ℝ → F} {e : ℝ → ℂ} {e' : ℂ} (hH : H.IsSymmetric)
    (hu : ∀ k, H (u k) = (ε k : ℂ) • u k) (h : PerturbedState H V (u i₀) x ψ e e') :
    e' = inner ℂ (u i₀) (V (u i₀)) ∧ IsResponse H V (u i₀) (ε i₀) x := by
  have : FiniteDimensional ℂ F := Module.Finite.of_basis u.toBasis
  have hlin (A : F →ₗ[ℂ] F) : HasDerivAt (fun t : ℝ => A (ψ t)) (A x) 0 :=
    ((LinearMap.toContinuousLinearMap A).restrictScalars ℝ).hasFDerivAt.comp_hasDerivAt
      (0 : ℝ) h.deriv_state
  have ht : HasDerivAt (fun t : ℝ => (t : ℂ)) 1 0 := by
    simpa using (hasDerivAt_id (0 : ℝ)).ofReal_comp
  -- differentiate both sides of the perturbed eigenvalue equation
  have hL : HasDerivAt (fun t : ℝ => H (ψ t) + (t : ℂ) • V (ψ t)) (H x + V (u i₀)) 0 :=
    ((hlin H).add (ht.smul (hlin V))).congr_deriv (by simp [h.start])
  have hR : HasDerivAt (fun t : ℝ => e t • ψ t) (e 0 • x + e' • u i₀) 0 :=
    (h.deriv_energy.smul h.deriv_state).congr_deriv (by rw [h.start])
  rw [funext h.eigen] at hL
  have heq := hL.unique hR
  have h0 := h.eigen 0
  rw [h.start, hu, Complex.ofReal_zero, zero_smul, add_zero] at h0
  have he0 : (ε i₀ : ℂ) = e 0 := smul_left_injective ℂ (u.orthonormal.ne_zero i₀) h0
  rw [← he0] at heq
  -- project on the reference state to find the energy slope
  have hp := congrArg (fun v => inner ℂ (u i₀) v) heq
  simp only [inner_add_right, inner_smul_right] at hp
  have hs := hH (u i₀) x
  rw [hu, inner_smul_left, Complex.conj_ofReal] at hs
  have h1 : inner ℂ (u i₀) (u i₀) = (1 : ℂ) := by
    rw [inner_self_eq_norm_sq_to_K, u.orthonormal.1 i₀]
    simp
  have he' : e' = inner ℂ (u i₀) (V (u i₀)) := by
    linear_combination -hp - hs - e' * h1
  refine ⟨he', ?_⟩
  rw [he'] at heq
  rw [IsResponse]
  linear_combination (norm := module) heq
```

Here the response equation is derived. Differentiating $(H+tV)\psi(t)=e(t)\psi(t)$ at $t=0$ gives

$$Hx+Vu_{i_0}=e(0)x+e'u_{i_0}.$$

At $t=0$ the eigenvalue equation reads $\varepsilon_{i_0}u_{i_0}=e(0)u_{i_0}$, so $e(0)=\varepsilon_{i_0}$. The inner product with $u_{i_0}$ is

$$\varepsilon_{i_0}\langle u_{i_0},x\rangle+V_{i_0}=\varepsilon_{i_0}\langle u_{i_0},x\rangle+e',$$

hence $e'=V_{i_0}$, the Hellmann–Feynman slope at $t=0$. Putting this back and rearranging gives the response equation. Nondegeneracy is not used.

In Lean, `hlin` differentiates $A\psi(t)$ for a linear operator $A$, `hL` and `hR` differentiate the two sides, and `hL.unique hR` equates the results. The name `he0` identifies the energy at $t=0$, and `he'` is the slope.

```lean
/-- The overlap of the derivatives of two perturbed states, one under `V` and one under `W`, taken
at `t = 0`, equals the sum over states when the first derivative is orthogonal to the nondegenerate
reference state. -/
theorem derivative_overlap {ψ φ : ℝ → F} {e f : ℝ → ℂ} {e' f' : ℂ} (hH : H.IsSymmetric)
    (hu : ∀ k, H (u k) = (ε k : ℂ) • u k) (hne : ∀ k, k ≠ i₀ → ε k ≠ ε i₀)
    (hψ : PerturbedState H V (u i₀) x ψ e e') (hφ : PerturbedState H W (u i₀) y φ f f')
    (hx0 : inner ℂ (u i₀) x = 0) :
    inner ℂ x y = ∑ k ∈ Finset.univ.erase i₀, conj (inner ℂ (u k) (V (u i₀))) *
      inner ℂ (u k) (W (u i₀)) / ((ε k : ℂ) - ε i₀) ^ 2 :=
  overlap_eq_sum hH hu hne (hψ.response hH hu).2 (hφ.response hH hu).2 hx0
```

Let $\psi$ follow $H+tV$ and $\varphi$ follow $H+tW$, both starting at $u_{i_0}$, with derivatives $x$ and $y$. By the preceding theorem both derivatives are responses, so the main formula applies when $x$ is orthogonal to $u_{i_0}$. With $V$ for a nuclear displacement and $W$ for a magnetic field component, this is the electronic overlap for one component of Stephens' tensor. The tensor's nuclear contribution and the rotational strengths built from it are not treated.

## Real and imaginary couplings

```lean
/-- If `V` couples the nondegenerate reference state to the others by real matrix elements and `W`
by imaginary ones, and the response to `V` is orthogonal to the reference state, then the overlap of
the two responses has no real part. -/
theorem overlap_re_eq_zero (hH : H.IsSymmetric) (hu : ∀ k, H (u k) = (ε k : ℂ) • u k)
    (hne : ∀ k, k ≠ i₀ → ε k ≠ ε i₀)
    (hx : IsResponse H V (u i₀) (ε i₀) x) (hy : IsResponse H W (u i₀) (ε i₀) y)
    (hx0 : inner ℂ (u i₀) x = 0)
    (hV : ∀ k, k ≠ i₀ → (inner ℂ (u k) (V (u i₀))).im = 0)
    (hW : ∀ k, k ≠ i₀ → (inner ℂ (u k) (W (u i₀))).re = 0) :
    (inner ℂ x y).re = 0 := by
  rw [overlap_eq_sum hH hu hne hx hy hx0, Complex.re_sum]
  refine Finset.sum_eq_zero fun k hk => ?_
  have hk' := Finset.ne_of_mem_erase hk
  have hd : ((ε k : ℂ) - ε i₀) ^ 2 = (((ε k - ε i₀) ^ 2 : ℝ) : ℂ) := by simp
  rw [hd, Complex.div_ofReal_re, Complex.mul_re, Complex.conj_re, Complex.conj_im,
    hV k hk', hW k hk']
  simp

end

end StephensOverlap
```

The last two hypotheses say that, for $k\ne i_0$, $V_k$ is real and $W_k$ is imaginary. They stand for a common situation: without a magnetic field and without spin-dependent terms, the eigenfunctions can be chosen real. A displacement then changes a real potential, while the field couples to orbital angular momentum, which has imaginary matrix elements between real functions. The theorem assumes these properties and does not derive them from a molecular Hamiltonian.

Write $W_k=\mathrm{i}w_k$ with $w_k$ real. Each term of the main formula becomes

$$\frac{\overline{V_k}\,W_k}{(\varepsilon_k-\varepsilon_{i_0})^2}=\mathrm{i}\,\frac{V_kw_k}{(\varepsilon_k-\varepsilon_{i_0})^2},$$

so the real part of $\langle x,y\rangle$ is zero. The proof takes the real part term by term; `hd` records that the squared denominator is real, and `hV` and `hW` make the remaining products vanish.

```lean
#print axioms StephensOverlap.response_iff_sumOverStates
#print axioms StephensOverlap.derivative_overlap
#print axioms StephensOverlap.overlap_re_eq_zero
```

```
'StephensOverlap.response_iff_sumOverStates' depends on axioms: [propext, Classical.choice, Quot.sound]
'StephensOverlap.derivative_overlap' depends on axioms: [propext, Classical.choice, Quot.sound]
'StephensOverlap.overlap_re_eq_zero' depends on axioms: [propext, Classical.choice, Quot.sound]
```
